# For Hermitian A and B, the symmetric imaginary-time step is positive definite, and the Lie step is Hermitian only if A and B commute

Let $A$ and $B$ be Hermitian $n\times n$ matrices. The symmetric imaginary-time step $e^{-A/2}e^{-B}e^{-A/2}$ is always Hermitian positive definite. The plain product $e^{-A}e^{-B}$ of the two propagators, the Lie step, is Hermitian exactly when the propagators commute, which happens exactly when $A$ and $B$ commute.

For a Hamiltonian split into two Hermitian parts and represented in a finite orthonormal basis, this tells us which splitting keeps the Hermiticity and positivity of exact imaginary-time evolution. It says nothing about the size of the splitting error.

## Matrices and steps

The matrices have complex entries, and their rows and columns are labelled by a finite type `n`.

```lean
import Mathlib

open Matrix
open scoped ComplexOrder

namespace ImaginaryTimeSplitting

noncomputable section

variable {n : Type*} [Fintype n] [DecidableEq n]
```

The propagator is $e^{-A}$. For a Hamiltonian part $H_A$ and a real step $\Delta\tau$ in imaginary time, in units with $\hbar=1$, one sets $A=\Delta\tau\,H_A$, so the step does not appear separately.

```lean
/-- The imaginary-time propagator `exp(-A)`, with the time step absorbed in `A`. -/
def propagator (A : Matrix n n ℂ) : Matrix n n ℂ := NormedSpace.exp (-A)
```

The Lie step is $L=e^{-A}e^{-B}$.

```lean
/-- The Lie step `exp(-A) exp(-B)`. -/
def lieStep (A B : Matrix n n ℂ) : Matrix n n ℂ := propagator A * propagator B
```

The symmetric step is $F=e^{-A/2}e^{-B}e^{-A/2}$. Below, $S=e^{-A/2}$ denotes the half step, so $F=Se^{-B}S$.

```lean
/-- The symmetric step `exp(-A/2) exp(-B) exp(-A/2)`. -/
def symmetricStep (A B : Matrix n n ℂ) : Matrix n n ℂ :=
  propagator ((1 / 2 : ℝ) • A) * propagator B * propagator ((1 / 2 : ℝ) • A)
```

In Lean, `IsHermitian` means $M^\dagger=M$. `PosDef` means Hermitian with $x^\dagger Mx>0$ for every nonzero vector $x$. Hermiticity of $A$ and $B$ enters as the hypotheses `hA` and `hB`; definitions and theorems without them apply to arbitrary complex matrices.

## (a) Composing two half steps

Show that, for any $A$,
$$e^{-A/2}e^{-A/2}=e^{-A}.$$

**Solution.** Exponentials of commuting matrices multiply by adding their exponents. Since $-A/2$ commutes with itself, the product is $e^{-A/2-A/2}=e^{-A}$. The proof uses `Matrix.exp_add_of_commute` and leaves the sum of the exponents to `module`.

```lean
/-- Two half steps with the same matrix compose to one full step. -/
theorem propagator_half_mul_half (A : Matrix n n ℂ) :
    propagator ((1 / 2 : ℝ) • A) * propagator ((1 / 2 : ℝ) • A) = propagator A := by
  unfold propagator
  rw [← Matrix.exp_add_of_commute _ _ (Commute.refl _)]
  congr 1
  module
```

## (b) The adjoint of a propagator

Show that, for Hermitian $A$,
$$(e^{-A})^\dagger=e^{-A}.$$

**Solution.** Take the adjoint of the power series term by term:
$$(e^{-A})^\dagger=\sum_{m\ge0}\frac{(-A^\dagger)^m}{m!}=e^{-A^\dagger}=e^{-A}.$$
Lean applies the corresponding library result to the Hermitian matrix $-A$.

```lean
/-- The imaginary-time propagator of a Hermitian matrix is Hermitian. -/
theorem propagator_isHermitian {A : Matrix n n ℂ} (hA : A.IsHermitian) :
    (propagator A).IsHermitian :=
  hA.neg.exp
```

## (c) Placing a positive matrix between half steps

Let $A$ be Hermitian and $P$ positive definite. Show that
$$x^\dagger\,(e^{-A/2}Pe^{-A/2})\,x>0\quad\text{for all }x\ne0,$$
and that the matrix in brackets is Hermitian.

**Solution.** By (b), applied to $A/2$, we have $S^\dagger=S$. Hence $(SPS)^\dagger=SPS$ and
$$x^\dagger SPSx=(Sx)^\dagger P(Sx).$$
The half step has the inverse $e^{A/2}$, so $Sx\neq0$ whenever $x\ne0$, and the right-hand side is positive.

In the proof, `hunit` supplies invertibility, `conjTranspose_mul_mul_same` gives positivity of $S^\dagger PS$, and the last line replaces $S^\dagger$ by $S$.

```lean
/-- For Hermitian `A` and positive definite `P`, the matrix `exp(-A/2) P exp(-A/2)` is
positive definite. -/
theorem posDef_half_conj {A P : Matrix n n ℂ} (hA : A.IsHermitian) (hP : P.PosDef) :
    (propagator ((1 / 2 : ℝ) • A) * P * propagator ((1 / 2 : ℝ) • A)).PosDef := by
  have hhalf : ((1 / 2 : ℝ) • A).IsHermitian := by
    rw [Matrix.IsHermitian, conjTranspose_smul, star_trivial, hA.eq]
  -- an exponential is invertible, so the congruence preserves strict positivity
  have hunit : IsUnit (propagator ((1 / 2 : ℝ) • A)) := Matrix.isUnit_exp _
  have h := hP.conjTranspose_mul_mul_same (Matrix.mulVec_injective_of_isUnit hunit)
  rwa [(propagator_isHermitian hhalf).eq] at h
```

## (d) Positivity of the symmetric step

Show that, for Hermitian $A$ and $B$, $F$ is Hermitian and
$$x^\dagger Fx>0\quad\text{for all }x\neq0.$$

**Solution.** By (a), $e^{-B}=e^{-B/2}\,\mathbb 1\,e^{-B/2}$. Part (c), with $B$ in place of $A$ and $P=\mathbb 1$, shows that $e^{-B}$ is positive definite. A second use of (c), now with $P=e^{-B}$, gives the claim for $F=Se^{-B}S$. These are the two uses of `posDef_half_conj` in the proof.

```lean
/-- For Hermitian `A` and `B` the symmetric step `exp(-A/2) exp(-B) exp(-A/2)` is Hermitian
positive definite. -/
theorem symmetricStep_posDef {A B : Matrix n n ℂ} (hA : A.IsHermitian)
    (hB : B.IsHermitian) : (symmetricStep A B).PosDef := by
  have hPB : (propagator B).PosDef := by
    have h := posDef_half_conj hB (Matrix.PosDef.one : (1 : Matrix n n ℂ).PosDef)
    rwa [mul_one, propagator_half_mul_half] at h
  exact posDef_half_conj hA hPB
```

## (e) When the Lie step is Hermitian

Show that, for Hermitian $A$ and $B$,
$$L^\dagger=L\iff e^{-A}e^{-B}=e^{-B}e^{-A}.$$

**Solution.** The adjoint reverses a product, and each factor is Hermitian by (b):
$$L^\dagger=(e^{-B})^\dagger(e^{-A})^\dagger=e^{-B}e^{-A}.$$
Equality with $L=e^{-A}e^{-B}$ is therefore the commutation condition. The rewrite in Lean performs this calculation, and `Commute` states the resulting equation.

```lean
/-- For Hermitian `A` and `B` the Lie step `exp(-A) exp(-B)` is Hermitian if and only if
`exp(-A)` and `exp(-B)` commute. -/
theorem lieStep_isHermitian_iff {A B : Matrix n n ℂ} (hA : A.IsHermitian)
    (hB : B.IsHermitian) :
    (lieStep A B).IsHermitian ↔ Commute (propagator A) (propagator B) := by
  -- the adjoint reverses the order of the two factors
  rw [Matrix.IsHermitian, lieStep, conjTranspose_mul, (propagator_isHermitian hA).eq,
    (propagator_isHermitian hB).eq]
  exact ⟨fun h => h.symm, fun h => h.eq.symm⟩
```

## (f) Removing one exponential

Let $A$ be Hermitian and $M$ any matrix. Show that
$$e^{-A}M=Me^{-A}\implies AM=MA.$$

**Solution.** Diagonalise $A=UDV$, where $U$ is unitary, $V=U^\dagger$ and $D=\mathrm{diag}(d_i)$ with real $d_i$. Then $e^{-A}=U\,\mathrm{diag}(e^{-d_i})\,V$. With $N=VMU$, the assumption becomes
$$e^{-d_i}N_{ij}=N_{ij}e^{-d_j}.$$
If $N_{ij}\ne0$, then $e^{-d_i}=e^{-d_j}$, and injectivity of the real exponential gives $d_i=d_j$. Whether or not $N_{ij}$ vanishes, $d_iN_{ij}=N_{ij}d_j$, so $DN=ND$. Returning to the original basis,
$$AM=UDNV=UNDV=MA.$$

In the proof, `hE` diagonalises the propagator, `hN` carries the assumption into the eigenbasis, and `hD` is $DN=ND$.

```lean
/-- A matrix that commutes with `exp(-A)`, for Hermitian `A`, commutes with `A`. -/
theorem commute_of_commute_propagator {A M : Matrix n n ℂ} (hA : A.IsHermitian)
    (h : Commute (propagator A) M) : Commute A M := by
  obtain ⟨U, V, d, hVU, hUV, hAe⟩ : ∃ (U V : Matrix n n ℂ) (d : n → ℝ),
      V * U = 1 ∧ U * V = 1 ∧ A = U * diagonal (fun i => (d i : ℂ)) * V := by
    refine ⟨hA.eigenvectorUnitary, star (hA.eigenvectorUnitary : Matrix n n ℂ),
      hA.eigenvalues, Unitary.coe_star_mul_self _, Unitary.coe_mul_star_self _, ?_⟩
    have hs := hA.spectral_theorem
    rw [Unitary.conjStarAlgAut_apply] at hs
    exact hs
  -- the propagator is diagonal in the same basis
  have hE : propagator A = U * diagonal (fun i => ((Real.exp (-d i) : ℝ) : ℂ)) * V := by
    have hU : IsUnit U := ⟨⟨U, V, hUV, hVU⟩, rfl⟩
    have hneg : -A = U * diagonal (fun i => -(d i : ℂ)) * U⁻¹ := by
      rw [Matrix.inv_eq_right_inv hUV, hAe, ← Matrix.neg_mul, ← Matrix.mul_neg,
        Matrix.diagonal_neg]
    rw [propagator, hneg, Matrix.exp_conj _ _ hU, Matrix.exp_diagonal,
      Matrix.inv_eq_right_inv hUV]
    congr 3
    funext i
    rw [Pi.coe_exp, ← Complex.exp_eq_exp_ℂ]
    push_cast
    rfl
  have hN : diagonal (fun i => ((Real.exp (-d i) : ℝ) : ℂ)) * (V * M * U)
      = (V * M * U) * diagonal (fun i => ((Real.exp (-d i) : ℝ) : ℂ)) := by
    calc _ = (V * U) * diagonal (fun i => ((Real.exp (-d i) : ℝ) : ℂ)) * (V * M * U) := by
          rw [hVU, one_mul]
      _ = V * ((U * diagonal (fun i => ((Real.exp (-d i) : ℝ) : ℂ)) * V) * M) * U := by
          simp only [mul_assoc]
      _ = V * (M * (U * diagonal (fun i => ((Real.exp (-d i) : ℝ) : ℂ)) * V)) * U := by
          rw [← hE, h.eq]
      _ = (V * M * U) * diagonal (fun i => ((Real.exp (-d i) : ℝ) : ℂ)) * (V * U) := by
          simp only [mul_assoc]
      _ = _ := by rw [hVU, mul_one]
  -- a nonzero matrix element connects only equal eigenvalues
  have hD : diagonal (fun i => (d i : ℂ)) * (V * M * U)
      = (V * M * U) * diagonal (fun i => (d i : ℂ)) := by
    ext i j
    have hij := congrFun (congrFun hN i) j
    rw [diagonal_mul, mul_diagonal] at hij ⊢
    by_cases h0 : (V * M * U) i j = 0
    · rw [h0, mul_zero, zero_mul]
    · have he := mul_right_cancel₀ h0 (hij.trans (mul_comm _ _))
      have hd : d i = d j :=
        neg_injective (Real.exp_injective (Complex.ofReal_injective he))
      rw [hd, mul_comm]
  change A * M = M * A
  calc A * M = (U * diagonal (fun i => (d i : ℂ)) * V) * M * (U * V) := by
        rw [hUV, mul_one, ← hAe]
    _ = U * (diagonal (fun i => (d i : ℂ)) * (V * M * U)) * V := by
        simp only [mul_assoc]
    _ = U * ((V * M * U) * diagonal (fun i => (d i : ℂ))) * V := by rw [hD]
    _ = (U * V) * M * (U * diagonal (fun i => (d i : ℂ)) * V) := by
        simp only [mul_assoc]
    _ = M * A := by rw [hUV, one_mul, ← hAe]
```

## (g) The condition on the generators

Show that, for Hermitian $A$ and $B$,
$$L^\dagger=L\iff AB=BA.$$

**Solution.** If $L$ is Hermitian, the exponentials commute by (e). Part (f) with $M=e^{-B}$ shows that $A$ commutes with $e^{-B}$. Part (f) again, for $B$ and with $M=A$, shows that $B$ commutes with $A$. Conversely, commuting matrices have commuting exponentials, and (e) gives Hermiticity. The two branches after `constructor` are these two directions.

```lean
/-- For Hermitian `A` and `B` the Lie step `exp(-A) exp(-B)` is Hermitian if and only if
`A` and `B` commute. -/
theorem lieStep_isHermitian_iff_commute {A B : Matrix n n ℂ} (hA : A.IsHermitian)
    (hB : B.IsHermitian) : (lieStep A B).IsHermitian ↔ Commute A B := by
  rw [lieStep_isHermitian_iff hA hB]
  constructor
  · intro h
    -- remove the exponential from one factor, then from the other
    exact (commute_of_commute_propagator hB (commute_of_commute_propagator hA h).symm).symm
  · intro h
    exact h.neg_left.neg_right.exp
```

## (h) Traces after several steps

Show that, for arbitrary $A$ and $B$ and every integer $k\ge0$,
$$\operatorname{Tr}L^k=\operatorname{Tr}F^k.$$

**Solution.** By (a), $L=SSe^{-B}$, so
$$SF=SSe^{-B}S=LS.$$
Repeating this gives $SF^k=L^kS$, hence $L^k=SF^kS^{-1}$, and cyclicity of the trace finishes the argument. `SemiconjBy` expresses the relation $SF=LS$, and `pow_right` extends it to powers.

```lean
/-- After any number `k` of steps, the Lie and the symmetric splitting have the same trace. -/
theorem trace_lieStep_pow (A B : Matrix n n ℂ) (k : ℕ) :
    (lieStep A B ^ k).trace = (symmetricStep A B ^ k).trace := by
  obtain ⟨u, hu⟩ : IsUnit (propagator ((1 / 2 : ℝ) • A)) := Matrix.isUnit_exp _
  -- the half step intertwines the two splittings
  have hs : SemiconjBy (u : Matrix n n ℂ) (symmetricStep A B) (lieStep A B) := by
    change (u : Matrix n n ℂ) * symmetricStep A B = lieStep A B * u
    rw [hu, symmetricStep, lieStep, ← propagator_half_mul_half A]
    simp only [mul_assoc]
  have hk := (hs.pow_right k).eq
  calc (lieStep A B ^ k).trace
      = (lieStep A B ^ k * (u : Matrix n n ℂ) * (↑u⁻¹ : Matrix n n ℂ)).trace := by
        rw [mul_assoc, Units.mul_inv, mul_one]
    _ = ((↑u⁻¹ : Matrix n n ℂ) * ((u : Matrix n n ℂ) * symmetricStep A B ^ k)).trace := by
        rw [← hk, Matrix.trace_mul_comm]
    _ = (symmetricStep A B ^ k).trace := by
        rw [← mul_assoc, Units.inv_mul, one_mul]
```

## (i) A two-level example

For the Pauli matrices $Z=\mathrm{diag}(1,-1)$ and $X=\begin{pmatrix}0&1\\1&0\end{pmatrix}$, show that
$$(e^{-Z}e^{-X})^\dagger\neq e^{-Z}e^{-X}.$$

**Solution.** Both matrices are Hermitian, but
$$ZX=\begin{pmatrix}0&1\\-1&0\end{pmatrix},\qquad XZ=\begin{pmatrix}0&-1\\1&0\end{pmatrix}.$$
They do not commute, so (g) applies. Lean compares the upper right entries, with indices $0$ and $1$.

```lean
/-- For the Pauli matrices `Z` and `X` the Lie step `exp(-Z) exp(-X)` is not Hermitian. -/
theorem lieStep_pauli_not_isHermitian :
    ¬ (lieStep !![(1 : ℂ), 0; 0, -1] !![(0 : ℂ), 1; 1, 0]).IsHermitian := by
  have hZ : (!![(1 : ℂ), 0; 0, -1]).IsHermitian := by
    ext i j
    fin_cases i <;> fin_cases j <;> simp
  have hX : (!![(0 : ℂ), 1; 1, 0]).IsHermitian := by
    ext i j
    fin_cases i <;> fin_cases j <;> simp
  rw [lieStep_isHermitian_iff_commute hZ hX]
  intro h
  have h01 := congrFun (congrFun h.eq 0) 1
  norm_num [Matrix.mul_apply, Fin.sum_univ_succ] at h01

end

end ImaginaryTimeSplitting
```

```lean
#print axioms ImaginaryTimeSplitting.symmetricStep_posDef
#print axioms ImaginaryTimeSplitting.lieStep_isHermitian_iff_commute
#print axioms ImaginaryTimeSplitting.trace_lieStep_pow
#print axioms ImaginaryTimeSplitting.lieStep_pauli_not_isHermitian
```

```
'ImaginaryTimeSplitting.symmetricStep_posDef' depends on axioms: [propext, Classical.choice, Quot.sound]
'ImaginaryTimeSplitting.lieStep_isHermitian_iff_commute' depends on axioms: [propext, Classical.choice, Quot.sound]
'ImaginaryTimeSplitting.trace_lieStep_pow' depends on axioms: [propext, Classical.choice, Quot.sound]
'ImaginaryTimeSplitting.lieStep_pauli_not_isHermitian' depends on axioms: [propext, Classical.choice, Quot.sound]
```

## The step in a grid calculation

For a particle on a periodic grid with Hamiltonian $T+V_{\rm pot}$, where $V_{\rm pot}$ is a fixed real function of position, take $A=\Delta\tau\,V_{\rm pot}$ and $B=\Delta\tau\,T$. A code applies the symmetric step without building a matrix:

1. Multiply the wavefunction by $e^{-\Delta\tau V_{\rm pot}/2}$ at each grid point.
2. Fourier transform, multiply by the kinetic factor $e^{-\Delta\tau T}$, which is diagonal there, and transform back.
3. Multiply by $e^{-\Delta\tau V_{\rm pot}/2}$ again and normalise.

Between consecutive steps, the neighbouring half factors can be merged into one full potential factor. A long symmetric run then costs almost the same as a Lie run and differs from it only in the factors at its two ends.
